# At fixed chemical potential and scattering length, the mean-field contact gap equation of a balanced Fermi gas at zero temperature has at most one positive solution

A zero-temperature mean-field calculation of the BCS-BEC crossover, for a uniform three-dimensional Fermi gas with equal spin populations, can contain an inner root search: for a trial chemical potential μ and a given scattering length a, find the pairing gap D > 0. The file below proves that this search has at most one answer, because the regularized gap integral is strictly decreasing in D.

```lean
import Mathlib

open MeasureTheory Set

namespace ContactGapEquation

noncomputable section

/-- The quasiparticle energy at wave number `k`, chemical potential `μ` and gap `D`,
in units where the kinetic energy is `k ^ 2`. -/
def quasiparticleEnergy (μ D k : ℝ) : ℝ := √((k ^ 2 - μ) ^ 2 + D ^ 2)

/-- The integrand of the regularized gap equation, with the vacuum contribution subtracted.
Its domain is where the quasiparticle energy is nonzero. -/
def gapIntegrand (μ D k : ℝ) : ℝ := k ^ 2 / quasiparticleEnergy μ D k - 1

/-- The regularized gap integral over all positive wave numbers, meant for parameters
at which the integrand is integrable. -/
def gapIntegral (μ D : ℝ) : ℝ := ∫ k in Ioi (0 : ℝ), gapIntegrand μ D k

/-- The gap equation of the contact interaction with inverse scattering length `η`,
for a positive gap `D`; unitarity is `η = 0`. -/
def GapEquation (η μ D : ℝ) : Prop := gapIntegral μ D = -(Real.pi / 2) * η

/-- A positive gap makes every quasiparticle energy positive. -/
theorem quasiparticleEnergy_pos {D : ℝ} (hD : 0 < D) (μ k : ℝ) :
    0 < quasiparticleEnergy μ D k :=
  Real.sqrt_pos.2 (by positivity)

/-- For a positive gap, the regularized integrand is bounded by a Lorentzian in the
wave number. -/
theorem abs_gapIntegrand_le {D : ℝ} (hD : 0 < D) (μ k : ℝ) :
    |gapIntegrand μ D k| ≤ (D + |μ|) * (1 + |1 + μ| / D) * (1 + k ^ 2)⁻¹ := by
  have hE := quasiparticleEnergy_pos hD μ k
  have hx : |k ^ 2 - μ| ≤ quasiparticleEnergy μ D k := by
    unfold quasiparticleEnergy
    exact Real.abs_le_sqrt (by nlinarith [sq_nonneg D])
  have hDE : D ≤ quasiparticleEnergy μ D k := by
    unfold quasiparticleEnergy
    exact (le_abs_self D).trans (Real.abs_le_sqrt (by nlinarith [sq_nonneg (k ^ 2 - μ)]))
  have hup : quasiparticleEnergy μ D k ≤ |k ^ 2 - μ| + D := by
    unfold quasiparticleEnergy
    refine Real.sqrt_le_iff.2 ⟨by positivity, ?_⟩
    nlinarith [sq_abs (k ^ 2 - μ), mul_nonneg (abs_nonneg (k ^ 2 - μ)) hD.le]
  unfold gapIntegrand
  generalize quasiparticleEnergy μ D k = E at *
  -- the energy differs from the kinetic energy by a bounded amount
  have hnum : |k ^ 2 - E| ≤ D + |μ| := by
    have h1 : |k ^ 2 - μ| ≤ k ^ 2 + |μ| :=
      abs_le.2 ⟨by linarith [sq_nonneg k, le_abs_self μ],
        by linarith [neg_abs_le μ]⟩
    exact abs_le.2 ⟨by linarith,
      by linarith [le_abs_self (k ^ 2 - μ), le_abs_self μ]⟩
  -- the energy grows at least like the kinetic energy
  have hden : 1 + k ^ 2 ≤ (1 + |1 + μ| / D) * E := by
    have h1 : |1 + μ| ≤ |1 + μ| / D * E := by
      calc |1 + μ| = |1 + μ| / D * D := (div_mul_cancel₀ _ hD.ne').symm
        _ ≤ |1 + μ| / D * E := mul_le_mul_of_nonneg_left hDE (by positivity)
    rw [add_mul, one_mul]
    linarith [le_abs_self (k ^ 2 - μ), le_abs_self (1 + μ)]
  have hone : 1 ≤ (1 + |1 + μ| / D) * E * (1 + k ^ 2)⁻¹ := by
    rw [← div_eq_mul_inv, le_div_iff₀ (by positivity), one_mul]
    exact hden
  rw [div_sub_one hE.ne', abs_div, abs_of_pos hE, div_le_iff₀ hE]
  calc |k ^ 2 - E| ≤ (D + |μ|) * 1 := by rw [mul_one]; exact hnum
    _ ≤ (D + |μ|) * ((1 + |1 + μ| / D) * E * (1 + k ^ 2)⁻¹) :=
      mul_le_mul_of_nonneg_left hone (by positivity)
    _ = _ := by ring

/-- For a positive gap and any real chemical potential, the regularized gap integral
converges absolutely. -/
theorem integrableOn_gapIntegrand {D : ℝ} (hD : 0 < D) (μ : ℝ) :
    IntegrableOn (gapIntegrand μ D) (Ioi 0) := by
  have hE : Continuous (quasiparticleEnergy μ D) := by
    show Continuous (fun k : ℝ => √((k ^ 2 - μ) ^ 2 + D ^ 2))
    fun_prop
  have hc : Continuous (gapIntegrand μ D) :=
    ((continuous_pow 2).div hE fun k => (quasiparticleEnergy_pos hD μ k).ne').sub
      continuous_const
  have hb := integrable_inv_one_add_sq.const_mul ((D + |μ|) * (1 + |1 + μ| / D))
  exact (hb.mono' hc.aestronglyMeasurable (Filter.Eventually.of_forall fun k => by
    rw [Real.norm_eq_abs]
    exact abs_gapIntegrand_le hD μ k)).integrableOn

/-- At a positive wave number with nonzero initial quasiparticle energy, increasing a
nonnegative gap strictly lowers the integrand. -/
theorem gapIntegrand_lt {μ D₁ D₂ k : ℝ} (hk : 0 < k) (h₁ : 0 ≤ D₁) (h : D₁ < D₂)
    (hE : 0 < quasiparticleEnergy μ D₁ k) :
    gapIntegrand μ D₂ k < gapIntegrand μ D₁ k := by
  have hlt : quasiparticleEnergy μ D₁ k < quasiparticleEnergy μ D₂ k :=
    Real.sqrt_lt_sqrt (by positivity) (by nlinarith)
  have := div_lt_div_of_pos_left (pow_pos hk 2) hE hlt
  unfold gapIntegrand
  linarith

/-- A strict inequality between two integrable functions at all positive wave numbers
gives a strict inequality between their integrals. -/
theorem integral_lt_of_lt {f g : ℝ → ℝ} (hf : IntegrableOn f (Ioi 0))
    (hg : IntegrableOn g (Ioi 0)) (h : ∀ k, 0 < k → f k < g k) :
    ∫ k in Ioi (0 : ℝ), f k < ∫ k in Ioi (0 : ℝ), g k := by
  have hpos : 0 < ∫ k in Ioi (0 : ℝ), (g k - f k) := by
    refine (setIntegral_pos_iff_support_of_nonneg_ae (f := fun k => g k - f k)
      ?_ (hg.sub hf)).2 ?_
    · exact (ae_restrict_iff' measurableSet_Ioi).2
        (Filter.Eventually.of_forall fun k hk => sub_nonneg.2 (h k hk).le)
    · have hs : Function.support (fun k => g k - f k) ∩ Ioi 0 = Ioi 0 :=
        inter_eq_right.2 fun k hk => (sub_pos.2 (h k hk)).ne'
      rw [hs, Real.volume_Ioi]
      simp
  rw [integral_sub hg hf] at hpos
  linarith

/-- At fixed chemical potential, the regularized gap integral is strictly decreasing in
the positive gap. -/
theorem gapIntegral_strictAntiOn (μ : ℝ) : StrictAntiOn (gapIntegral μ) (Ioi 0) := by
  intro D₁ h₁ D₂ h₂ h
  exact integral_lt_of_lt (integrableOn_gapIntegrand h₂ μ) (integrableOn_gapIntegrand h₁ μ)
    fun k hk => gapIntegrand_lt hk (le_of_lt h₁) h (quasiparticleEnergy_pos h₁ μ k)

/-- At fixed chemical potential, a given inverse scattering length admits at most one
positive gap. -/
theorem gap_unique {η μ D₁ D₂ : ℝ} (hD₁ : 0 < D₁) (hD₂ : 0 < D₂)
    (h₁ : GapEquation η μ D₁) (h₂ : GapEquation η μ D₂) : D₁ = D₂ :=
  (gapIntegral_strictAntiOn μ).injOn hD₁ hD₂ (Eq.trans h₁ (Eq.symm h₂))

/-- At fixed chemical potential, of two positive gaps solving their gap equations, the
larger one belongs to the larger inverse scattering length. -/
theorem gap_lt_iff {η₁ η₂ μ D₁ D₂ : ℝ} (hD₁ : 0 < D₁) (hD₂ : 0 < D₂)
    (h₁ : GapEquation η₁ μ D₁) (h₂ : GapEquation η₂ μ D₂) : D₁ < D₂ ↔ η₁ < η₂ := by
  unfold GapEquation at h₁ h₂
  have hpi := Real.pi_pos
  constructor
  · intro h
    have hI := gapIntegral_strictAntiOn μ hD₁ hD₂ h
    rw [h₁, h₂] at hI
    nlinarith
  · intro h
    by_contra hn
    have hI := (gapIntegral_strictAntiOn μ).antitoneOn hD₂ hD₁ (not_lt.1 hn)
    rw [h₁, h₂] at hI
    nlinarith

/-- At chemical potential `-s ^ 2` with `s > 0`, the gap integral at zero gap converges
absolutely and equals `-π s / 2`. -/
theorem gapIntegral_zero_gap {s : ℝ} (hs : 0 < s) :
    IntegrableOn (gapIntegrand (-s ^ 2) 0) (Ioi 0) ∧
      gapIntegral (-s ^ 2) 0 = -(Real.pi / 2 * s) := by
  -- without a gap the integrand is minus a Lorentzian of half-width `s`
  have hf : ∀ k, gapIntegrand (-s ^ 2) 0 k = -(1 + (s⁻¹ * k) ^ 2)⁻¹ := by
    intro k
    have hE : quasiparticleEnergy (-s ^ 2) 0 k = k ^ 2 + s ^ 2 := by
      unfold quasiparticleEnergy
      rw [show (k ^ 2 - -s ^ 2) ^ 2 + (0 : ℝ) ^ 2 = (k ^ 2 + s ^ 2) ^ 2 by ring,
        Real.sqrt_sq (by positivity)]
    have hne : k ^ 2 + s ^ 2 ≠ 0 := by positivity
    have hl : 1 + (s⁻¹ * k) ^ 2 = (k ^ 2 + s ^ 2) / s ^ 2 := by
      have hc : s⁻¹ * s = 1 := inv_mul_cancel₀ hs.ne'
      rw [eq_div_iff (by positivity)]
      linear_combination k ^ 2 * (s⁻¹ * s + 1) * hc
    unfold gapIntegrand
    rw [hE, hl, inv_div, div_sub_one hne]
    ring
  constructor
  · rw [funext hf]
    exact (integrable_inv_one_add_sq.comp_mul_left' (inv_ne_zero hs.ne')).neg.integrableOn
  · have h := integral_comp_mul_left_Ioi (fun x : ℝ => (1 + x ^ 2)⁻¹) 0 (inv_pos.2 hs)
    simp only [mul_zero, inv_inv, smul_eq_mul, integral_Ioi_inv_one_add_sq,
      Real.arctan_zero, sub_zero] at h
    simp only [gapIntegral, hf]
    rw [integral_neg, h]
    ring

/-- At negative chemical potential, a positive gap can solve the gap equation only if the
inverse scattering length exceeds `√(-μ)`. -/
theorem sqrt_neg_lt_of_gapEquation {η μ D : ℝ} (hμ : μ < 0) (hD : 0 < D)
    (h : GapEquation η μ D) : √(-μ) < η := by
  have hs : 0 < √(-μ) := Real.sqrt_pos.2 (neg_pos.2 hμ)
  have hsq : -√(-μ) ^ 2 = μ := by
    rw [Real.sq_sqrt (by linarith)]
    ring
  obtain ⟨hi, hv⟩ := gapIntegral_zero_gap hs
  rw [hsq] at hi hv
  -- compare with the integral at vanishing gap
  have hlt : gapIntegral μ D < gapIntegral μ 0 :=
    integral_lt_of_lt (integrableOn_gapIntegrand hD μ) hi fun k hk =>
      gapIntegrand_lt hk le_rfl hD (Real.sqrt_pos.2 (by
        have hx : 0 < k ^ 2 - μ := by nlinarith [sq_nonneg k]
        nlinarith [pow_pos hx 2]))
  unfold GapEquation at h
  rw [h, hv] at hlt
  have hpi := Real.pi_pos
  exact lt_of_mul_lt_mul_left (a := Real.pi / 2) (by linarith) (by positivity)

end

end ContactGapEquation
```

```lean
#print axioms ContactGapEquation.gap_unique
#print axioms ContactGapEquation.gap_lt_iff
#print axioms ContactGapEquation.sqrt_neg_lt_of_gapEquation
```

```
'ContactGapEquation.gap_unique' depends on axioms: [propext, Classical.choice, Quot.sound]
'ContactGapEquation.gap_lt_iff' depends on axioms: [propext, Classical.choice, Quot.sound]
'ContactGapEquation.sqrt_neg_lt_of_gapEquation' depends on axioms: [propext, Classical.choice, Quot.sound]
```

## The gap equation behind the definitions

The setting is a uniform, balanced two-component Fermi gas in three dimensions with a contact interaction, in mean-field theory at zero temperature. Energies are in units where ħ²/2m = 1, so a particle of wave number k has kinetic energy k². The quasiparticle energy, `quasiparticleEnergy μ D k`, is

E = √((k² − μ)² + D²).

A contact interaction makes the bare gap equation diverge at large k. Expressing the coupling through the scattering length subtracts the vacuum contribution and gives

−m/(4πħ²a) = ∫ d³k/(2π)³ [1/(2E) − 1/(2k²)].

In these units m/ħ² = 1/2. The angular integral turns the right side into 1/(4π²) times a radial integral, so

I(μ, D) = ∫₀^∞ (k²/E − 1) dk = −(π/2) η, with η = 1/a.

Here I is `gapIntegral` and the equation is `GapEquation η μ D`. The file takes this equation as a definition and does not derive it from a Hamiltonian. Its parameter is the real number η, so unitarity is simply η = 0.

The theorems say the following, for real μ and positive gaps:

- `integrableOn_gapIntegrand`: the integral converges absolutely. This needs its own theorem because Lean assigns the value zero to the integral of a non-integrable function.
- `gapIntegral_strictAntiOn`: I(μ, D) is strictly decreasing in D.
- `gap_unique`: two positive gaps solving the equation for the same η and μ are equal.
- `gap_lt_iff`: at the same μ, the larger gap belongs to the larger η.
- `sqrt_neg_lt_of_gapEquation`: if μ < 0, a positive gap requires η > √(−μ).

The last condition makes a positive and says μ > −1/a². In these units −1/a² is half the energy of the two-body bound state, so the condition is a molecular threshold.

Existence of a gap is not claimed. Nor is uniqueness of the pair (μ, D) when μ is itself determined by a number equation at fixed density.

## Convergence from three bounds on E

For D > 0, the square root obeys

|k² − μ| ≤ E, D ≤ E, E ≤ |k² − μ| + D.

The first and third bounds give k² − |μ| ≤ E ≤ k² + |μ| + D, hence

|k² − E| ≤ D + |μ|.

The first and second give

1 + k² = (k² − μ) + (1 + μ) ≤ E + |1 + μ| ≤ (1 + |1 + μ|/D) E.

Dividing the numerator bound by E and using the second estimate,

|k²/E − 1| = |k² − E|/E ≤ (D + |μ|)(1 + |1 + μ|/D)/(1 + k²).

This is `abs_gapIntegrand_le`, where the two estimates appear as `hnum` and `hden`. The right side is integrable and the integrand is continuous, so `integrableOn_gapIntegrand` follows by domination.

## Monotonicity, and why it fixes the gap

Take 0 < D₁ < D₂, with quasiparticle energies E₁ and E₂. At every k > 0 we have E₁ < E₂, so

k²/E₂ − 1 < k²/E₁ − 1.

This is `gapIntegrand_lt`, which also allows D₁ = 0 wherever E₁ > 0. To carry the strict inequality through the integral, `integral_lt_of_lt` looks at the difference of the two integrands. It is positive on the whole half-line, a set of positive measure, so its integral is positive. Therefore I(μ, D₂) < I(μ, D₁).

If two positive gaps solve the equation with the same η, both integrals equal −(π/2)η. A strictly decreasing function takes no value twice, so the gaps coincide.

For different inverse scattering lengths η₁ and η₂, D₁ < D₂ gives −(π/2)η₂ < −(π/2)η₁, that is η₁ < η₂. Conversely, D₂ ≤ D₁ would give η₂ ≤ η₁, so η₁ < η₂ forces D₁ < D₂.

## The threshold at negative chemical potential

Write μ = −s² with s > 0. At D = 0 the energy is E = k² + s², and

k²/(k² + s²) − 1 = −s²/(k² + s²) = −1/(1 + (k/s)²).

Substituting k = s x gives

I(−s², 0) = −s ∫₀^∞ dx/(1 + x²) = −πs/2,

which is `gapIntegral_zero_gap`. The pointwise comparison also holds between zero gap and any D > 0, since E is positive at zero gap when μ < 0. A solution with D > 0 therefore satisfies

−(π/2)η = I(μ, D) < I(μ, 0) = −(π/2)s,

so η > s = √(−μ).

## The root search in code

A solver evaluates F(D) = I(μ, D) + (π/2)η. Since F is strictly decreasing, a positive value means that any root lies at larger D, and a negative value that any root lies at smaller D; bisection needs no further test to choose a branch. For μ < 0, checking η > √(−μ) first avoids searching for a positive gap that cannot exist.

At large k, k²/E is close to 1 and the subtraction loses digits. The algebraically equal form

k²/E − 1 = (2μk² − μ² − D²)/(E(E + k²))

avoids that subtraction. A quadrature rule with positive weights and nodes at k > 0, both chosen independently of D, also keeps the strict decrease in D, apart from rounding, because the inequality holds at each node separately.
